# Splitting the Four-Band Luttinger Hamiltonian into Two Two-Band Blocks (Broido–Sham Form)

For any complex couplings $R$ and $S$, one unitary change of basis splits the four-band Luttinger Hamiltonian into two two-band Hamiltonians, and the same unitary serves for all real values of the diagonal parameters $P$ and $Q$. The phases of $R$ and $S$ are absorbed into the new basis, so that only their moduli are left in the blocks. For the bulk four-band model with numerical matrix elements, this reduces a $4\times4$ valence-band problem to two $2\times2$ problems.

```lean
import Mathlib

open Matrix ComplexConjugate

namespace LuttingerBroidoSham

noncomputable section
```

## The Hamiltonian, the block form and the new basis

In $\mathbf k\cdot\mathbf p$ theory the four basis states are heavy hole, light hole, light hole, heavy hole. Lean numbers them 0 to 3, and so does the text. At a given real wavevector, $P$ and $Q$ are real numbers and $R$ and $S$ are complex numbers. With a bar for complex conjugation (`conj`), the Hamiltonian is

$$H=\begin{pmatrix}P+Q&-S&R&0\\-\bar S&P-Q&0&R\\\bar R&0&P-Q&S\\0&\bar R&\bar S&P+Q\end{pmatrix}.$$

The formulas that express $P,Q,R,S$ through the wavevector and the Luttinger parameters are not used: the four quantities are independent inputs. The split-off band is absent.

```lean
/-- The four-band Luttinger Hamiltonian with real diagonal parameters `P`, `Q` and complex
couplings `R`, `S`. -/
def luttinger (P Q : ℝ) (R S : ℂ) : Matrix (Fin 4) (Fin 4) ℂ :=
  !![(P : ℂ) + Q, -S, R, 0;
     -conj S, (P : ℂ) - Q, 0, R;
     conj R, 0, (P : ℂ) - Q, S;
     0, conj R, conj S, (P : ℂ) + Q]
```

The target is a matrix $B(c)$ with two decoupled blocks and one complex coupling $c$:

$$B(c)=\begin{pmatrix}P+Q&c&0&0\\\bar c&P-Q&0&0\\0&0&P+Q&\bar c\\0&0&c&P-Q\end{pmatrix}.$$

```lean
/-- Two decoupled two-band Hamiltonians, each with diagonal `P + Q`, `P - Q`; the coupling
is `c` in the first block and its conjugate in the second. -/
def blockForm (P Q : ℝ) (c : ℂ) : Matrix (Fin 4) (Fin 4) ℂ :=
  !![(P : ℂ) + Q, c, 0, 0;
     conj c, (P : ℂ) - Q, 0, 0;
     0, 0, (P : ℂ) + Q, conj c;
     0, 0, c, (P : ℂ) - Q]
```

Let $r$ and $s$ be complex numbers of modulus one, which will serve as the phases of $R$ and $S$. Define four row vectors, the rows of a matrix $W$:

$$\begin{aligned}w_0&=(i\bar r\bar s,0,0,1),&w_1&=(0,\bar r,i\bar s,0),\\w_2&=(-i\bar r\bar s,0,0,1),&w_3&=(0,\bar r,-i\bar s,0).\end{aligned}$$

Rows $w_0$ and $w_2$ mix the two heavy-hole states; $w_1$ and $w_3$ mix the two light-hole states.

```lean
/-- The unnormalised new basis, written as rows, for phases `r` of `R` and `s` of `S`. -/
def frame (r s : ℂ) : Matrix (Fin 4) (Fin 4) ℂ :=
  !![Complex.I * (conj r * conj s), 0, 0, 1;
     0, conj r, Complex.I * conj s, 0;
     -(Complex.I * (conj r * conj s)), 0, 0, 1;
     0, conj r, -(Complex.I * conj s), 0]
```

The matrix used for the change of basis is $U=W/\sqrt2$. Its rows $w_j/\sqrt2$ are the new basis bras, and the corresponding kets are their conjugate transposes.

```lean
/-- The Broido-Sham rotation: the basis `frame r s` divided by the square root of two. -/
def rotation (r s : ℂ) : Matrix (Fin 4) (Fin 4) ℂ :=
  ((1 / √2 : ℝ) : ℂ) • frame r s
```

## (a) A complex number times its conjugate

**Task.** Show for every complex $z$ that

$$z\bar z=|z|^2.$$

**Solution.** Write $z=x+iy$ with real $x,y$. Then $z\bar z=(x+iy)(x-iy)=x^2+y^2=|z|^2$.

```lean
/-- A complex number times its conjugate is its squared modulus. -/
theorem mul_conj_eq_norm_sq (z : ℂ) : z * conj z = (‖z‖ : ℂ) ^ 2 := by
  rw [Complex.mul_conj, Complex.normSq_eq_norm_sq, Complex.ofReal_pow]
```

Both sides are complex numbers in Lean, so the real modulus `‖z‖` is converted to `ℂ` before it is squared. The proof rewrites with Mathlib's squared modulus `normSq`.

## (b) Separating modulus and phase

**Task.** Show that every complex $z$ has a phase factor $u$ with

$$|u|=1,\qquad |z|\,u=z.$$

**Solution.** Take $u=e^{i\arg z}$. It has modulus one because $\arg z$ is real, and $|z|e^{i\arg z}=z$ is the polar form. If $z=0$, both sides of the second equation vanish whatever the phase, so a vanishing coupling needs no separate treatment.

```lean
/-- Every complex coupling is its modulus times a phase factor of modulus one. -/
theorem exists_phase (z : ℂ) : ∃ u : ℂ, ‖u‖ = 1 ∧ (‖z‖ : ℂ) * u = z :=
  ⟨Complex.exp (Complex.arg z * Complex.I), Complex.norm_exp_ofReal_mul_I _,
    Complex.norm_mul_exp_arg_mul_I z⟩
```

The Lean proof supplies this exponential and the two Mathlib facts about it.

## (c) The change of basis is unitary

**Task.** For $|r|=|s|=1$, show that

$$UU^\dagger=1.$$

**Solution.** By (a), $r\bar r=s\bar s=1$. Each row of $W$ has two entries of modulus one, so $w_jw_j^\dagger=2$. The rows $w_0,w_2$ have no nonzero position in common with $w_1,w_3$, so those products vanish. The two remaining pairs give

$$\begin{aligned}w_0w_2^\dagger&=(i\bar r\bar s)(irs)+1=-1+1=0,\\w_1w_3^\dagger&=\bar r r+(i\bar s)(is)=1-1=0.\end{aligned}$$

The products in the opposite order are their conjugates and vanish too. Hence $WW^\dagger=2\cdot1$, and the factor $(1/\sqrt2)^2$ turns this into $UU^\dagger=1$. For a square matrix this is enough for unitarity.

```lean
/-- For phase factors `r` and `s` of modulus one, the Broido-Sham rotation is unitary. -/
theorem rotation_unitary {r s : ℂ} (hr : ‖r‖ = 1) (hs : ‖s‖ = 1) :
    rotation r s ∈ Matrix.unitaryGroup (Fin 4) ℂ := by
  have hr' : r * conj r = 1 := by rw [mul_conj_eq_norm_sq, hr]; norm_num
  have hs' : s * conj s = 1 := by rw [mul_conj_eq_norm_sq, hs]; norm_num
  have hI : Complex.I * Complex.I = -1 := Complex.I_mul_I
  -- the rows of the frame are orthogonal and have squared length two
  have hW : frame r s * (frame r s)ᴴ = (2 : ℂ) • (1 : Matrix (Fin 4) (Fin 4) ℂ) := by
    ext i j
    fin_cases i <;> fin_cases j <;>
      simp [frame, Matrix.mul_apply, Fin.sum_univ_four] <;> grind
  have h : (1 / √2 : ℝ) * (1 / √2) * 2 = 1 := by
    rw [div_mul_div_comm, Real.mul_self_sqrt (by norm_num)]
    norm_num
  have hc : ((1 / √2 : ℝ) : ℂ) * ((1 / √2 : ℝ) : ℂ) * 2 = 1 := by
    have h' := congrArg (fun x : ℝ => (x : ℂ)) h
    simpa only [Complex.ofReal_mul, Complex.ofReal_one, Complex.ofReal_ofNat] using h'
  rw [Matrix.mem_unitaryGroup_iff, Matrix.star_eq_conjTranspose, rotation,
    Matrix.conjTranspose_smul, Matrix.smul_mul, Matrix.mul_smul, hW, smul_smul, smul_smul,
    Complex.star_def, Complex.conj_ofReal, hc, one_smul]
```

The step `hW` is $WW^\dagger=2\cdot1$. There `fin_cases` runs through the sixteen entries, `simp` writes out the sums, and `grind` finishes with $r\bar r=1$, $s\bar s=1$ and $i^2=-1$. The steps `h` and `hc` deal with the normalisation, and the last rewrite combines the two.

## (d) Block form for signed amplitudes

**Task.** Let $R=\rho r$ and $S=\sigma s$ with $|r|=|s|=1$ and real $\rho,\sigma$ of either sign. Show for all real $P,Q$ that

$$UHU^\dagger=B(\rho-i\sigma).$$

**Solution.** Put $c=\rho-i\sigma$, so $\bar c=\rho+i\sigma$. Multiply each row of $W$ by $H$ from the right. For the first row,

$$\begin{aligned}w_0H&=\big(i\bar r\bar s(P+Q),\ (\rho-i\sigma)\bar r,\ (\sigma+i\rho)\bar s,\ P+Q\big)\\&=(P+Q)w_0+c\,w_1,\end{aligned}$$

because $ic=\sigma+i\rho$. For the second,

$$\begin{aligned}w_1H&=\big((i\rho-\sigma)\bar r\bar s,\ (P-Q)\bar r,\ i(P-Q)\bar s,\ \rho+i\sigma\big)\\&=\bar c\,w_0+(P-Q)w_1,\end{aligned}$$

because $i\bar c=i\rho-\sigma$. For the third,

$$\begin{aligned}w_2H&=\big(-i\bar r\bar s(P+Q),\ (\rho+i\sigma)\bar r,\ (\sigma-i\rho)\bar s,\ P+Q\big)\\&=(P+Q)w_2+\bar c\,w_3,\end{aligned}$$

and for the fourth,

$$\begin{aligned}w_3H&=\big(-(\sigma+i\rho)\bar r\bar s,\ (P-Q)\bar r,\ -i(P-Q)\bar s,\ \rho-i\sigma\big)\\&=c\,w_2+(P-Q)w_3.\end{aligned}$$

The coefficients on the right are the rows of $B(c)$, so $WH=B(c)W$. Dividing by $\sqrt2$ gives $UH=B(c)U$. Multiplying by $U^\dagger$ from the right and using (c) gives the claim.

```lean
/-- For fixed phase factors `r`, `s` of modulus one, a single rotation block-diagonalises the
Luttinger Hamiltonian for all real `P`, `Q` and all real signed amplitudes `ρ` of `R` and
`σ` of `S`; the coupling becomes `ρ - i σ`. -/
theorem rotation_blockForm {r s : ℂ} (hr : ‖r‖ = 1) (hs : ‖s‖ = 1) (P Q ρ σ : ℝ) :
    rotation r s * luttinger P Q (ρ * r) (σ * s) * (rotation r s)ᴴ
      = blockForm P Q (ρ - Complex.I * σ) := by
  have hr' : r * conj r = 1 := by rw [mul_conj_eq_norm_sq, hr]; norm_num
  have hs' : s * conj s = 1 := by rw [mul_conj_eq_norm_sq, hs]; norm_num
  have hI : Complex.I * Complex.I = -1 := Complex.I_mul_I
  -- the frame intertwines the two Hamiltonians
  have hW : frame r s * luttinger P Q (ρ * r) (σ * s)
      = blockForm P Q (ρ - Complex.I * σ) * frame r s := by
    ext i j
    fin_cases i <;> fin_cases j <;>
      simp [frame, luttinger, blockForm, Matrix.mul_apply, Fin.sum_univ_four] <;> grind
  have hU : rotation r s * (rotation r s)ᴴ = 1 :=
    Matrix.mem_unitaryGroup_iff.mp (rotation_unitary hr hs)
  have hUH : rotation r s * luttinger P Q (ρ * r) (σ * s)
      = blockForm P Q (ρ - Complex.I * σ) * rotation r s := by
    rw [rotation, Matrix.smul_mul, hW, Matrix.mul_smul]
  rw [hUH, Matrix.mul_assoc, hU, Matrix.mul_one]
```

The types `ρ σ : ℝ` allow negative amplitudes. Step `hW` is $WH=B(c)W$, again checked entry by entry; `hUH` is its normalised version, and `hU` is the unitarity from (c). The final rewrite is the multiplication by $U^\dagger$.

## (e) The Broido–Sham form

**Task.** For given complex $R,S$, find a unitary $U$ such that, for all real $P,Q$,

$$UHU^\dagger=B\big(|R|-i|S|\big).$$

**Solution.** By (b), choose phases with $R=|R|r$ and $S=|S|s$. Build $U$ from $r$ and $s$, and apply (d) with $\rho=|R|$ and $\sigma=|S|$. Neither phase involves $P$ or $Q$, so $U$ does not depend on them.

```lean
/-- Broido-Sham form: for all complex `R`, `S` there is a unitary, the same for all real `P`
and `Q`, that splits the Luttinger Hamiltonian into two two-band blocks with coupling
`|R| - i |S|` and its conjugate. -/
theorem broido_sham (R S : ℂ) :
    ∃ U ∈ Matrix.unitaryGroup (Fin 4) ℂ, ∀ P Q : ℝ,
      U * luttinger P Q R S * Uᴴ = blockForm P Q (‖R‖ - Complex.I * ‖S‖) := by
  obtain ⟨r, hr, hR⟩ := exists_phase R
  obtain ⟨s, hs, hS⟩ := exists_phase S
  refine ⟨rotation r s, rotation_unitary hr hs, fun P Q => ?_⟩
  have h := rotation_blockForm hr hs P Q ‖R‖ ‖S‖
  rwa [hR, hS] at h
```

The order of the quantifiers carries the independence: `∃ U` comes before `∀ P Q`. Membership in `Matrix.unitaryGroup (Fin 4) ℂ` says that $U$ is a unitary $4\times4$ matrix, and `Uᴴ` is $U^\dagger$. The two `obtain` lines choose the phases, and the last line puts $R$ and $S$ back in place of modulus times phase.

## (f) One basis for a whole line of wavenumbers

**Task.** Let $R$ be fixed and $S=ks_0$, with a fixed complex $s_0$ and a real wavenumber $k$. Find one unitary $U$ such that, for all real $P,Q,k$,

$$UHU^\dagger=B\big(|R|-ik|s_0|\big).$$

**Solution.** Choose phases with $R=|R|r$ and $s_0=|s_0|s$. Then $S=(k|s_0|)s$, where the bracket is real and carries the sign of $k$. Part (d) with $\rho=|R|$ and $\sigma=k|s_0|$ gives the result, with a $U$ built from $r$ and $s$ alone.

Applying (e) separately at each $k$ would put $|k||s_0|$ in the coupling, and for $s_0\ne0$ the phase of $S$ would change sign at $k=0$. The signed amplitude keeps the basis fixed.

The hypothesis on $R$ and $S$ describes an unstrained bulk crystal with fixed in-plane wavevector, where $k$ is the component along $z$ and $z$ is the cubic axis $[001]$. For other orientations of $z$, $R$ can depend on $k$ as well. $P$ and $Q$ may vary with $k$, since the statement holds for all their real values.

```lean
/-- If `R` is fixed and `S = k s₀` is linear in a real wavenumber `k`, one unitary
block-diagonalises the Luttinger Hamiltonian for all real `k`, `P` and `Q`, with coupling
`|R| - i k |s₀|`. -/
theorem broido_sham_all_wavenumbers (R s₀ : ℂ) :
    ∃ U ∈ Matrix.unitaryGroup (Fin 4) ℂ, ∀ P Q k : ℝ,
      U * luttinger P Q R (k * s₀) * Uᴴ
        = blockForm P Q (‖R‖ - Complex.I * (k * ‖s₀‖)) := by
  obtain ⟨r, hr, hR⟩ := exists_phase R
  obtain ⟨s, hs, hS⟩ := exists_phase s₀
  refine ⟨rotation r s, rotation_unitary hr hs, fun P Q k => ?_⟩
  -- the amplitude of `S` carries the sign of `k`
  have h := rotation_blockForm hr hs P Q ‖R‖ (k * ‖s₀‖)
  rwa [Complex.ofReal_mul, mul_assoc (k : ℂ) (‖s₀‖ : ℂ) s, hR, hS] at h
```

Here `k` stands with `P` and `Q` after the unitary. In the proof, `mul_assoc` regroups $(k|s_0|)s$ as $k(|s_0|s)=ks_0$.

The Broido–Sham transformation is best known from quantum wells, where $k$ becomes the operator $-i\,d/dz$ acting on envelope functions. The theorem concerns real numbers $k$; confinement, interfaces and position-dependent Luttinger parameters would need an operator version.

## (g) The secular determinant

**Task.** For every complex $E$, show that

$$\det(E-H)=\Big((E-P)^2-\big(Q^2+|R|^2+|S|^2\big)\Big)^2.$$

**Solution.** Put $a=E-P-Q$ and $b=E-P+Q$. Then

$$E-H=\begin{pmatrix}a&S&-R&0\\\bar S&b&0&-R\\-\bar R&0&b&-S\\0&-\bar R&-\bar S&a\end{pmatrix}.$$

Let $D=ab-|R|^2-|S|^2$, and let $M_j$ be the minor left after deleting row 0 and column $j$. Expanding the three minors that are needed gives

$$\begin{aligned}M_0&=b(ab-|S|^2)-b|R|^2=bD,\\M_1&=\bar S(ab-|S|^2)-|R|^2\bar S=\bar SD,\\M_2&=-|S|^2\bar R+ab\bar R-|R|^2\bar R=\bar RD.\end{aligned}$$

The expansion along row 0 is therefore

$$\begin{aligned}\det(E-H)&=aM_0-SM_1-RM_2\\&=(ab-|S|^2-|R|^2)D=D^2.\end{aligned}$$

Since $ab=(E-P)^2-Q^2$, this is the stated square. Setting it to zero gives the energies $E=P\pm\sqrt{Q^2+|R|^2+|S|^2}$, each at least doubly degenerate.

```lean
/-- The secular determinant of the Luttinger Hamiltonian is the square of
`(E - P)² - (Q² + |R|² + |S|²)`. -/
theorem secular_determinant (P Q : ℝ) (R S E : ℂ) :
    (E • (1 : Matrix (Fin 4) (Fin 4) ℂ) - luttinger P Q R S).det
      = ((E - P) ^ 2 - ((Q : ℂ) ^ 2 + (‖R‖ : ℂ) ^ 2 + (‖S‖ : ℂ) ^ 2)) ^ 2 := by
  have hM : E • (1 : Matrix (Fin 4) (Fin 4) ℂ) - luttinger P Q R S
      = !![E - (P + Q), S, -R, 0;
           conj S, E - (P - Q), 0, -R;
           -conj R, 0, E - (P - Q), -S;
           0, -conj R, -conj S, E - (P + Q)] := by
    ext i j
    fin_cases i <;> fin_cases j <;> simp [luttinger]
  rw [hM, ← mul_conj_eq_norm_sq R, ← mul_conj_eq_norm_sq S]
  -- expand along the first row
  simp [Matrix.det_succ_row_zero, Fin.sum_univ_succ, Fin.succAbove]
  ring

end

end LuttingerBroidoSham
```

The step `hM` writes out $E-H$. Part (a) then replaces the squared moduli by products with conjugates, `simp` expands the determinant along row 0, and `ring` verifies the resulting polynomial identity. The proof does not use the block form, so it is an independent check on the spectrum.

```lean
#print axioms LuttingerBroidoSham.broido_sham
-- 'LuttingerBroidoSham.broido_sham' depends on axioms: [propext, Classical.choice, Quot.sound]
#print axioms LuttingerBroidoSham.broido_sham_all_wavenumbers
-- 'LuttingerBroidoSham.broido_sham_all_wavenumbers' depends on axioms: [propext, Classical.choice, Quot.sound]
#print axioms LuttingerBroidoSham.secular_determinant
-- 'LuttingerBroidoSham.secular_determinant' depends on axioms: [propext, Classical.choice, Quot.sound]
```
